# In one dimension, the Fourier interpolation error is at most twice the total norm of the force constants outside the window

Take a chain with a single force constant $c$ at lattice site $1$, so that $D(q) = c\,e^{iq}$. Sample it at the one wavevector $q=0$, and interpolate with the only exponential sum that lives on site $0$, a constant. Matching at $q=0$ fixes that constant to be $c$. The error at any other $q$ is

$$|c - c\,e^{iq}| = |c|\,|1-e^{iq}| \le 2|c|,$$

with equality at $q=\pi$. The grid could not tell site $1$ from site $0$, so the interpolant put the force constant on the wrong site. Its size is right and only its phase is wrong, and two phases differ by at most $2$. A nonzero force constant at site $1$ alone is not physical, because a Hermitian $D(q)$ requires a partner at site $-1$. A chain of equal springs between nearest neighbours has the same real $c<0$ at both sites and $-2c$ at site $0$. Then $D(q)=2c(\cos q-1)$, the interpolant is $0$, and the error at $q=\pi$ is $4|c|$, again twice the total outside site $0$.

The general case has $N\ge 1$ grid points $q_j = 2\pi j/N$ and a window $W$ of $N$ consecutive sites. It models the step in density functional perturbation theory that carries dynamical matrices from a coarse grid to arbitrary $q$, here for a one-dimensional lattice and force constants of finite range.

## Sites, phases and the window

```lean
import Mathlib

open Finset

namespace FourierInterpolation

noncomputable section

variable {E : Type*} [NormedAddCommGroup E] [NormedSpace ℂ E]
```

`E` is the space in which the force constants take their values: any complex normed space. It may be $\mathbb{C}$, or a space of matrix blocks with a chosen norm.

```lean
/-- The Bloch phase `exp(i q R)` of lattice site `R` at wavevector `q`. -/
def phase (q : ℝ) (R : ℤ) : ℂ := Complex.exp (((q * R : ℝ) : ℂ) * Complex.I)
```

This is $e^{iqR}$ with $R$ an integer, so the lattice constant is $1$ and atomic positions within the cell do not enter the phase.

```lean
/-- The exponential sum `∑ exp(i q R) C(R)` over the sites `R` in `S`. -/
def expSum (S : Finset ℤ) (C : ℤ → E) (q : ℝ) : E := ∑ R ∈ S, phase q R • C R
```

For a finite set $S$ of sites, this is $\sum_{R\in S} e^{iqR}\,C(R)$. The symbol `•` multiplies an element of `E` by a complex number.

```lean
/-- The grid wavevector `2 π j / N`, for `N ≥ 1`. -/
def gridPoint (N j : ℕ) : ℝ := 2 * Real.pi * j / N
```

These are the wavevectors $q_j$.

```lean
/-- The window of `N` consecutive lattice sites starting at `a`. -/
def window (a : ℤ) (N : ℕ) : Finset ℤ := Finset.Ico a (a + N)
```

`Finset.Ico` is a half-open interval, so $W=\{a,\dots,a+N-1\}$.

```lean
/-- The periodic image of site `R` in the window of `N ≥ 1` sites starting at `a`. -/
def wrap (a : ℤ) (N : ℕ) (R : ℤ) : ℤ := a + (R - a) % N
```

Write $w(R)$ for `wrap a N R`. The remainder `%` lies between $0$ and $N-1$, also for negative arguments, so $w(R)$ is the site of $W$ that differs from $R$ by a multiple of $N$.

```lean
/-- The folded force constant at `R`: the sum of `C` over all sites whose image is `R`. -/
def fold (a : ℤ) (N : ℕ) (C : ℤ →₀ E) (R : ℤ) : E :=
  ∑ S ∈ C.support with wrap a N S = R, C S
```

The type `ℤ →₀ E` contains the functions that vanish outside a finite set, `C.support`. For such a $C$, write $D(q)=\sum_{R\in\operatorname{supp}C}e^{iqR}\,C(R)$, which in Lean is `expSum C.support C q`; any mass factors of the dynamical matrix are absorbed into $C$. The folded constant at $R$ is $\sum_{S:\,w(S)=R} C(S)$, where $S$ is now a site.

```lean
/-- Bloch phases multiply when lattice translations are added. -/
lemma phase_add (q : ℝ) (R S : ℤ) : phase q (R + S) = phase q R * phase q S := by
  unfold phase
  rw [← Complex.exp_add]
  congr 1
  push_cast
  ring
```

In ordinary notation, $e^{iq(R+S)} = e^{iqR}e^{iqS}$.

## What the grid can and cannot distinguish

```lean
/-- Aliasing: for `N ≥ 1`, a site and its image in the window have the same phase at every
grid wavevector. -/
theorem phase_wrap {N : ℕ} (hN : 0 < N) (a R : ℤ) (j : ℕ) :
    phase (gridPoint N j) (wrap a N R) = phase (gridPoint N j) R := by
  have hN' : (N : ℂ) ≠ 0 := Nat.cast_ne_zero.mpr hN.ne'
  -- a translation by a multiple of `N` is invisible on the grid
  have hper : ∀ m : ℤ, phase (gridPoint N j) (N * m) = 1 := by
    intro m
    unfold phase gridPoint
    refine Complex.exp_eq_one_iff.mpr ⟨j * m, ?_⟩
    push_cast
    linear_combination (2 * (Real.pi : ℂ) * j * m * Complex.I) * mul_inv_cancel₀ hN'
  have hR : R = wrap a N R + N * ((R - a) / N) := by
    unfold wrap
    rw [Int.emod_def]
    ring
  conv_rhs => rw [hR, phase_add, hper, mul_one]
```

The hypothesis `hN` says $N\ge1$, and the claim is $e^{iq_j w(R)} = e^{iq_jR}$. By hand, write $R = w(R) + Nm$ with $m$ an integer. Then

$$e^{iq_jR} = e^{iq_jw(R)}\,e^{2\pi i jm} = e^{iq_jw(R)}.$$

In the proof, `hR` is the decomposition and `hper` says that the extra factor is $1$.

```lean
/-- Orthogonality on a grid of `N ≥ 1` wavevectors: the phases of a translation `m` add up to
`N` if `N` divides `m`, and cancel otherwise. -/
theorem grid_sum {N : ℕ} (hN : 0 < N) (m : ℤ) :
    ∑ j ∈ range N, phase (gridPoint N j) m = if (N : ℤ) ∣ m then (N : ℂ) else 0 := by
  have hN' : (N : ℂ) ≠ 0 := Nat.cast_ne_zero.mpr hN.ne'
  have hpow : ∀ j : ℕ, phase (gridPoint N j) m = phase (gridPoint N 1) m ^ j := by
    intro j
    unfold phase gridPoint
    rw [← Complex.exp_nat_mul]
    congr 1
    push_cast
    ring
  split_ifs with hdvd
  · obtain ⟨k, rfl⟩ := hdvd
    have hone : ∀ j ∈ range N, phase (gridPoint N j) (N * k) = 1 := by
      intro j _
      rw [← phase_wrap hN 0]
      simp [wrap, phase]
    rw [Finset.sum_congr rfl hone]
    simp
  · have hroot : phase (gridPoint N 1) m ^ N = 1 := by
      rw [← hpow N]
      unfold phase gridPoint
      refine Complex.exp_eq_one_iff.mpr ⟨m, ?_⟩
      push_cast
      linear_combination (2 * (Real.pi : ℂ) * m * Complex.I) * mul_inv_cancel₀ hN'
    have hne : phase (gridPoint N 1) m ≠ 1 := by
      intro hz
      unfold phase gridPoint at hz
      obtain ⟨k, hk⟩ := Complex.exp_eq_one_iff.mp hz
      push_cast at hk
      have hm : (m : ℂ) = N * k := by
        apply mul_left_cancel₀ Complex.two_pi_I_ne_zero
        linear_combination (N : ℂ) * hk
          - (2 * (Real.pi : ℂ) * m * Complex.I) * mul_inv_cancel₀ hN'
      exact hdvd ⟨k, by exact_mod_cast hm⟩
    -- a geometric sum over a nontrivial root of unity
    rw [Finset.sum_congr rfl (fun j _ => hpow j), geom_sum_eq hne, hroot, sub_self, zero_div]
```

Put $z = e^{2\pi i m/N}$, so that the sum is $\sum_{j=0}^{N-1} z^j$. If $N$ divides $m$, every term is $1$ and the sum is $N$. Otherwise $z\neq1$ while $z^N=1$, and the geometric sum gives $(z^N-1)/(z-1)=0$. The steps `hpow`, `hroot` and `hne` supply the powers, $z^N=1$ and $z\ne1$.

## The interpolant has the folded coefficients

```lean
/-- Inverse discrete Fourier transform: the `N ≥ 1` grid values of an exponential sum on the
window determine each of its coefficients there. -/
theorem coefficient_recovery {N : ℕ} (hN : 0 < N) {a R : ℤ} (B : ℤ → E)
    (hR : R ∈ window a N) :
    ∑ j ∈ range N, phase (gridPoint N j) (-R) • expSum (window a N) B (gridPoint N j)
      = (N : ℂ) • B R := by
  calc _ = ∑ S ∈ window a N, (∑ j ∈ range N, phase (gridPoint N j) (S - R)) • B S := by
        simp only [expSum, Finset.smul_sum, Finset.sum_smul]
        rw [Finset.sum_comm]
        refine Finset.sum_congr rfl fun S _ => Finset.sum_congr rfl fun j _ => ?_
        rw [smul_smul, ← phase_add, neg_add_eq_sub]
    _ = (N : ℂ) • B R := by
        rw [Finset.sum_eq_single_of_mem R hR]
        · rw [grid_sum hN, if_pos (by simp)]
        · intro S hS hne
          rw [grid_sum hN, if_neg, zero_smul]
          -- two sites of the window differ by less than `N`
          rintro ⟨k, hk⟩
          have h1 := Finset.mem_Ico.mp hR
          have h2 := Finset.mem_Ico.mp hS
          have hpos : (0 : ℤ) < N := by exact_mod_cast hN
          have hk1 : k < 1 := by
            by_contra h
            nlinarith [not_lt.mp h]
          have hk2 : -1 < k := by
            by_contra h
            nlinarith [not_lt.mp h]
          have hk0 : k = 0 := by omega
          rw [hk0, mul_zero] at hk
          exact hne (sub_eq_zero.mp hk)
```

Here $B$ holds the coefficients of an exponential sum on $W$, and $R$ is a site of $W$. Exchanging the two sums gives

$$\sum_{j=0}^{N-1} e^{-iq_jR}\sum_{S\in W}e^{iq_jS}B(S) = \sum_{S\in W}\Big(\sum_{j=0}^{N-1} e^{iq_j(S-R)}\Big)B(S) = N\,B(R).$$

Two sites of $W$ differ by less than $N$, so $N$ divides $S-R$ only when $S=R$. The last lines of the proof establish this by writing $S-R=Nk$ and showing $-1<k<1$.

```lean
/-- For `N ≥ 1`, the exponential sum of the folded force constants is the original one with
each site moved to its image in the window. -/
theorem expSum_fold {N : ℕ} (hN : 0 < N) (a : ℤ) (C : ℤ →₀ E) (q : ℝ) :
    expSum (window a N) (fold a N C) q = ∑ R ∈ C.support, phase q (wrap a N R) • C R := by
  have hpos : (0 : ℤ) < N := by exact_mod_cast hN
  have hmem : ∀ R ∈ C.support, wrap a N R ∈ window a N := by
    intro R _
    have h1 := Int.emod_nonneg (R - a) hpos.ne'
    have h2 := Int.emod_lt_of_pos (R - a) hpos
    exact Finset.mem_Ico.mpr ⟨by unfold wrap; linarith, by unfold wrap; linarith⟩
  refine Eq.trans ?_ (Finset.sum_fiberwise_of_maps_to hmem _)
  refine Finset.sum_congr rfl fun R _ => ?_
  rw [fold, Finset.smul_sum]
  refine Finset.sum_congr rfl fun S hS => ?_
  rw [(Finset.mem_filter.mp hS).2]
```

At every real $q$, grouping the sites by their image gives

$$\sum_{R\in W}e^{iqR}\sum_{S:\,w(S)=R}C(S) = \sum_{R\in\operatorname{supp}C}e^{iqw(R)}\,C(R).$$

`hmem` checks that each image lies in $W$, and `Finset.sum_fiberwise_of_maps_to` does the grouping.

```lean
/-- Existence and uniqueness of the interpolant: for `N ≥ 1`, an exponential sum on the window
matches the exponential sum of `C` at all grid wavevectors exactly when its coefficients there are
the folded force constants. -/
theorem matches_iff_fold {N : ℕ} (hN : 0 < N) (a : ℤ) (C : ℤ →₀ E) (B : ℤ → E) :
    (∀ j < N, expSum (window a N) B (gridPoint N j) = expSum C.support C (gridPoint N j))
      ↔ ∀ R ∈ window a N, B R = fold a N C R := by
  have hfold : ∀ j, expSum (window a N) (fold a N C) (gridPoint N j)
      = expSum C.support C (gridPoint N j) := by
    intro j
    rw [expSum_fold hN, expSum]
    exact Finset.sum_congr rfl fun R _ => by rw [phase_wrap hN]
  constructor
  · intro hB R hR
    have hN' : (N : ℂ) ≠ 0 := Nat.cast_ne_zero.mpr hN.ne'
    have h : (N : ℂ) • B R = (N : ℂ) • fold a N C R := by
      rw [← coefficient_recovery hN B hR, ← coefficient_recovery hN (fold a N C) hR]
      exact Finset.sum_congr rfl fun j hj => by rw [hB j (Finset.mem_range.mp hj), hfold]
    exact smul_right_injective E hN' h
  · intro hB j _
    rw [← hfold j]
    unfold expSum
    exact Finset.sum_congr rfl fun R hR => by rw [hB R hR]
```

The symbol `↔` means "exactly when". On the left, $B$ reproduces $D$ at all grid points; on the right, $B$ equals the folded constants on $W$. Values of $B$ outside $W$ play no role.

From right to left, set $q=q_j$ in the previous formula and replace $e^{iq_jw(R)}$ by $e^{iq_jR}$: the folded constants reproduce $D$ on the grid (`hfold`). From left to right, $B$ and the folded constants then have the same grid values, so coefficient recovery gives them the same $N\,B(R)$, and $N\neq0$ cancels.

## The error between grid points

```lean
/-- Error of Fourier interpolation: if an exponential sum on a window of `N ≥ 1` consecutive sites
matches the exponential sum `D` of the force constants `C` at all `q = 2 π j / N`, then at every
real `q` it differs from `D` by at most twice the total norm of the force constants outside the
window. -/
theorem interpolation_error {N : ℕ} (hN : 0 < N) (a : ℤ) (C : ℤ →₀ E) (B : ℤ → E)
    (hB : ∀ j < N, expSum (window a N) B (gridPoint N j) = expSum C.support C (gridPoint N j))
    (q : ℝ) :
    ‖expSum (window a N) B q - expSum C.support C q‖
      ≤ 2 * ∑ R ∈ C.support \ window a N, ‖C R‖ := by
  have hBW : expSum (window a N) B q = ∑ R ∈ C.support, phase q (wrap a N R) • C R := by
    rw [← expSum_fold hN a C q]
    unfold expSum
    exact Finset.sum_congr rfl fun R hR => by rw [(matches_iff_fold hN a C B).mp hB R hR]
  have hnorm : ∀ R : ℤ, ‖phase q R‖ = 1 := fun R => Complex.norm_exp_ofReal_mul_I _
  rw [hBW, expSum, ← Finset.sum_sub_distrib]
  calc _ ≤ ∑ R ∈ C.support, ‖phase q (wrap a N R) • C R - phase q R • C R‖ :=
        norm_sum_le _ _
    _ = ∑ R ∈ C.support \ window a N, ‖phase q (wrap a N R) • C R - phase q R • C R‖ := by
        -- sites inside the window are their own images and contribute no error
        symm
        refine Finset.sum_subset Finset.sdiff_subset fun R hR hnot => ?_
        have hw : R ∈ window a N := by
          by_contra h
          exact hnot (Finset.mem_sdiff.mpr ⟨hR, h⟩)
        have hb := Finset.mem_Ico.mp hw
        have hwrap : wrap a N R = R := by
          unfold wrap
          rw [Int.emod_eq_of_lt (by linarith) (by linarith)]
          ring
        rw [hwrap, sub_self, norm_zero]
    _ ≤ ∑ R ∈ C.support \ window a N, 2 * ‖C R‖ := by
        refine Finset.sum_le_sum fun R _ => (norm_sub_le _ _).trans (le_of_eq ?_)
        rw [norm_smul, norm_smul, hnorm, hnorm]
        ring
    _ = 2 * ∑ R ∈ C.support \ window a N, ‖C R‖ := (Finset.mul_sum _ _ _).symm
```

The hypothesis `hB` is the matching on the grid; nothing else is assumed about $B$. Write $I(q)=\sum_{R\in W}e^{iqR}B(R)$. Since $B$ is the folded set,

$$I(q)-D(q)=\sum_{R\in\operatorname{supp}C}\big(e^{iqw(R)}-e^{iqR}\big)C(R).$$

For $R\in W$ we have $w(R)=R$ and the term vanishes. For the others, the triangle inequality and $|e^{iqR}|=1$ give a norm of at most $2\|C(R)\|$. Hence

$$\|I(q)-D(q)\|\le 2\sum_{R\notin W}\|C(R)\|.$$

The `calc` block follows this order: triangle inequality, removal of the sites in $W$, bound on each remaining term, factor $2$ taken out.

The bound concerns $D$ itself and not phonon frequencies. Dipole–dipole tails in polar crystals have infinite range and lie beyond the model. So does the practice of sharing a boundary force constant between equivalent sites, which for even $N$ uses more than $N$ sites. Unless $W$ is symmetric about site $0$, which requires odd $N$, the interpolated matrix need not be Hermitian between grid points, even if $D$ is.

```lean
/-- If all force constants lie in the window of `N ≥ 1` sites, an exponential sum on the window that
matches the exponential sum `D` of these force constants on the grid equals `D` at every real `q`.
-/
theorem interpolation_exact {N : ℕ} (hN : 0 < N) (a : ℤ) (C : ℤ →₀ E) (B : ℤ → E)
    (hC : C.support ⊆ window a N)
    (hB : ∀ j < N, expSum (window a N) B (gridPoint N j) = expSum C.support C (gridPoint N j))
    (q : ℝ) : expSum (window a N) B q = expSum C.support C q := by
  have h := interpolation_error hN a C B hB q
  rw [Finset.sdiff_eq_empty_iff_subset.mpr hC, Finset.sum_empty, mul_zero] at h
  exact sub_eq_zero.mp (norm_le_zero_iff.mp h)
```

If no force constant lies outside $W$, the right-hand side of the bound is zero and $I(q)=D(q)$ at every real $q$.

```lean
/-- The factor 2 is attained for every window of `N ≥ 1` sites: a unit force constant at `a + N`
is interpolated by a unit coefficient at `a`, and the error at `q = π / N` is twice the norm
outside the window. -/
theorem interpolation_error_sharp {N : ℕ} (hN : 0 < N) (a : ℤ) :
    let C : ℤ →₀ ℂ := Finsupp.single (a + N) 1
    let B : ℤ → ℂ := Pi.single a 1
    (∀ j < N, expSum (window a N) B (gridPoint N j) = expSum C.support C (gridPoint N j)) ∧
      ∑ R ∈ C.support \ window a N, ‖C R‖ = 1 ∧
      ‖expSum (window a N) B (Real.pi / N) - expSum C.support C (Real.pi / N)‖ = 2 := by
  intro C B
  have hpos : (0 : ℤ) < N := by exact_mod_cast hN
  have hsupp : C.support = {a + (N : ℤ)} := Finsupp.support_single _ one_ne_zero
  have hCval : C (a + N) = 1 := Finsupp.single_eq_same
  have ha : a ∈ window a N := Finset.mem_Ico.mpr ⟨le_refl a, by linarith⟩
  have hD : ∀ q, expSum C.support C q = phase q (a + N) := by
    intro q
    rw [expSum, hsupp, Finset.sum_singleton, hCval, smul_eq_mul, mul_one]
  have hI : ∀ q, expSum (window a N) B q = phase q a := by
    intro q
    rw [expSum, Finset.sum_eq_single_of_mem a ha]
    · simp [B]
    · intro R _ hne
      simp [B, hne]
  refine ⟨fun j _ => ?_, ?_, ?_⟩
  · rw [hI, hD, ← phase_wrap hN a (a + N) j]
    simp [wrap]
  · have hout : a + (N : ℤ) ∉ window a N := fun h => lt_irrefl _ (Finset.mem_Ico.mp h).2
    have hsd : C.support \ window a N = {a + (N : ℤ)} := by
      rw [hsupp]
      exact Finset.sdiff_eq_self_of_disjoint (Finset.disjoint_singleton_left.mpr hout)
    rw [hsd, Finset.sum_singleton, hCval, norm_one]
  · -- halfway between grid points the two phases are opposite
    have hNr : (N : ℝ) ≠ 0 := Nat.cast_ne_zero.mpr hN.ne'
    have hflip : phase (Real.pi / N) (N : ℤ) = -1 := by
      unfold phase
      rw [Int.cast_natCast, div_mul_cancel₀ _ hNr]
      exact Complex.exp_pi_mul_I
    have hnorm : ‖phase (Real.pi / N) a‖ = 1 := Complex.norm_exp_ofReal_mul_I _
    rw [hI, hD, phase_add, hflip,
      show phase (Real.pi / N) a - phase (Real.pi / N) a * -1
        = 2 * phase (Real.pi / N) a by ring, norm_mul, hnorm]
    norm_num

end

end FourierInterpolation
```

This is the opening example for every $N$ and $a$. `Finsupp.single (a + N) 1` is a unit force constant just outside the window, and `Pi.single a 1` is a unit coefficient at its image $a$. The three statements joined by `∧` are the matching on the grid, the total $1$ outside $W$, and the error $2$ at $q=\pi/N$:

$$\big|e^{i\pi a/N}-e^{i\pi(a+N)/N}\big| = |1-e^{i\pi}| = 2.$$

The factor $2$ therefore cannot be lowered in a bound that covers all complex force constants.

## Sites with a gap, and the slope of $D$

An arbitrary set of $N$ sites cannot replace the window. No two of its sites may differ by a multiple of $N$, and consecutive sites satisfy this. For a set that does not, take $N=2$ and the sites $\{0,2\}$, with $C=0$. The sum $1-e^{2iq}$ vanishes at both grid points, $q=0$ and $q=\pi$, so it matches $D=0$ there. At $q=\pi/2$ it equals $2$, although there are no force constants at all. The grid sees sites $0$ and $2$ as the same site, and the coefficients are no longer determined.

A neighbouring estimate, derived here by hand only, concerns the slope. Differentiating the error formula term by term gives

$$\|I'(q)-D'(q)\|\le\sum_{R\notin W}\big(|w(R)|+|R|\big)\|C(R)\|,$$

so in this bound the weight of a force constant grows without limit as $|R|$ increases, while in the bound for $D$ it is always $2$.

```lean
#print axioms FourierInterpolation.interpolation_error
#print axioms FourierInterpolation.interpolation_exact
#print axioms FourierInterpolation.interpolation_error_sharp
```

```
'FourierInterpolation.interpolation_error' depends on axioms: [propext, Classical.choice, Quot.sound]
'FourierInterpolation.interpolation_exact' depends on axioms: [propext, Classical.choice, Quot.sound]
'FourierInterpolation.interpolation_error_sharp' depends on axioms: [propext, Classical.choice, Quot.sound]
```
